# A trace criterion for writing a spin-1/2 propagator of determinant 1 as an x pulse followed by a z pulse

A pulse-sequence code that is given a target propagator $U$ of determinant 1 for one spin-1/2 may try to build it from two pulses, one about x and then one about z. Before it fits the two angles, it can evaluate one trace. If the trace is nonzero, no choice of angles gives $U$; if it is zero, suitable angles exist and can be written down.

## The trace that must vanish

Let $\sigma_x,\sigma_y,\sigma_z$ be the Pauli matrices, and let $U^*$ be the adjoint of $U$. For a unitary $2\times2$ matrix $U$ with $\det U=1$,

$$U=e^{-ia\sigma_z/2}\,e^{-ib\sigma_x/2}\ \text{ for some real } a,b
\iff T(U):=\operatorname{tr}(\sigma_z U\sigma_x U^*)=0 .$$

The right-hand factor acts first, so the x pulse comes first. The number $T(U)$ is twice the z component that $U$ produces from unit magnetization along x. An x pulse leaves that magnetization alone and a z pulse cannot turn it towards z, so a two-pulse propagator has $T=0$. The converse is the less obvious half.

A pulse of angle $\theta$ about y has $T=-2\sin\theta$. A quarter turn about y has $T=-2$ and therefore does not have this form.

## Screening targets before fitting angles

The criterion belongs in front of an angle fit in a pulse compiler or a single-qubit gate decomposition, for one isolated spin-1/2 and ideal pulses. It separates a target that the sequence cannot produce from a fit that has failed to converge.

The equivalence assumes determinant 1 and fails without it. The matrix $i\,\mathbb 1$ is unitary and has $T=0$, but its determinant is $-1$, while every two-pulse propagator has determinant 1. Dividing $U$ by a square root of its determinant removes the surplus phase and leaves $T$ unchanged. The trace can therefore be evaluated before or after this step; when it is zero, the angles reproduce the normalised matrix.

## From the exponential series to the two angles

**One pulse.** Let $S^2=1$ and set $P=(1+S)/2$, $Q=(1-S)/2$. Then $P+Q=1$, $PS=P$ and $QS=-Q$. With $z=-i\theta/2$, induction on $n$ gives $(zS)^n=z^nP+(-z)^nQ$. Summing the exponential series,

$$e^{zS}=e^{z}P+e^{-z}Q=\cos\tfrac\theta2-i\sin\tfrac\theta2\,S .$$

**Two pulses.** Multiplying the z pulse by the x pulse gives

$$\begin{pmatrix} e^{-ia/2}\cos\frac b2 & -ie^{-ia/2}\sin\frac b2\\ -ie^{ia/2}\sin\frac b2 & e^{ia/2}\cos\frac b2\end{pmatrix}.$$

Numbering rows and columns from 0, the trace in matrix entries is

$$T(U)=2\,\mathrm{Re}(\overline{U_{00}}\,U_{01})-2\,\mathrm{Re}(\overline{U_{10}}\,U_{11}).$$

For the two-pulse matrix the two products are $-i\cos\frac b2\sin\frac b2$ and $+i\cos\frac b2\sin\frac b2$. Both are imaginary, so $T=0$.

**The converse.** For a unitary matrix of determinant 1, the adjoint equals the inverse, which equals the adjugate. Comparing entries gives $U_{11}=\overline{U_{00}}$ and $U_{10}=-\overline{U_{01}}$. Write $U_{00}=p=p_1+ip_2$ and $U_{01}=q=x+iy$. Then

$$T(U)=4(p_1x+p_2y),\qquad \det U=|p|^2+|q|^2=1 .$$

Suppose $T(U)=0$. First find real $\varphi$ and $r$ with $p=re^{i\varphi}$ and $x\cos\varphi+y\sin\varphi=0$:

- If $p\neq0$, take $r=|p|$ and $e^{i\varphi}=p/r$. The second condition is $(p_1x+p_2y)/r=0$.
- If $p=0$, take $r=0$, $\cos\varphi=-y$ and $\sin\varphi=x$. This is allowed because $x^2+y^2=1$, and the second condition reads $-xy+xy=0$.

Now put $t=x\sin\varphi-y\cos\varphi$. Then

$$qe^{-i\varphi}=(x\cos\varphi+y\sin\varphi)-it=-it ,$$

so $q=-ite^{i\varphi}$ and $r^2+t^2=|p|^2+|q|^2=1$. Hence $r=\cos\beta$ and $t=\sin\beta$ for some $\beta$. The first row of $U$ is $(e^{i\varphi}\cos\beta,\,-ie^{i\varphi}\sin\beta)$, which is the two-pulse row with $a=-2\varphi$ and $b=2\beta$. The second row follows from the first in both matrices.

**The y pulse.** Its matrix has rows $(\cos\frac\theta2,-\sin\frac\theta2)$ and $(\sin\frac\theta2,\cos\frac\theta2)$. Therefore $T=-4\sin\frac\theta2\cos\frac\theta2=-2\sin\theta$.

**The limiting case $p=0$.** A half turn about y has $p=0$ and $q=-1$. The recipe gives $\varphi=-\pi/2$ and $\beta=\pi/2$, so $a=b=\pi$. Indeed $(-i\sigma_z)(-i\sigma_x)=-i\sigma_y$. In floating point, $p$ may be rounding noise here, and its phase is then meaningless; the phase of $iq$ supplies $\varphi$ instead.

## Pulses, transfer and reachability in Lean

```lean
import Mathlib

open Matrix ComplexConjugate
open Complex (I)

namespace TwoPulseReach

noncomputable section

local notation "M₂" => Matrix (Fin 2) (Fin 2) ℂ

/-- The Pauli matrix of the x axis. -/
def σx : M₂ := !![0, 1; 1, 0]

/-- The Pauli matrix of the y axis. -/
def σy : M₂ := !![0, -I; I, 0]

/-- The Pauli matrix of the z axis. -/
def σz : M₂ := !![1, 0; 0, -1]

/-- The propagator `exp(-i θ S / 2)` of a pulse of angle `θ` generated by `S`. -/
def pulse (S : M₂) (θ : ℝ) : M₂ := NormedSpace.exp ((-(I * ((θ / 2 : ℝ) : ℂ))) • S)

/-- `U` is a two-pulse propagator: a pulse about x followed by a pulse about z. -/
def IsTwoPulse (U : M₂) : Prop := ∃ a b : ℝ, U = pulse σz a * pulse σx b

/-- The transfer `tr(σz U σx U*)` from x magnetization to z magnetization under `U`. -/
def transfer (U : M₂) : ℂ := trace (σz * U * σx * Uᴴ)

/-- If `S² = 1`, the pulse generated by `S` is `cos(θ/2) - i sin(θ/2) S`. -/
theorem pulse_eq (S : M₂) (hS : S * S = 1) (θ : ℝ) :
    pulse S θ = (Real.cos (θ / 2) : ℂ) • (1 : M₂) - (I * (Real.sin (θ / 2) : ℂ)) • S := by
  unfold pulse
  generalize θ / 2 = t
  obtain ⟨z, hz⟩ : ∃ z : ℂ, z = -(I * (t : ℂ)) := ⟨_, rfl⟩
  rw [← hz]
  -- the projectors on the two eigenspaces of S
  obtain ⟨P, hP⟩ : ∃ P : M₂, P = (1 / 2 : ℂ) • (1 + S) := ⟨_, rfl⟩
  obtain ⟨Q, hQ⟩ : ∃ Q : M₂, Q = (1 / 2 : ℂ) • (1 - S) := ⟨_, rfl⟩
  have hPS : P * S = P := by rw [hP, smul_mul_assoc, add_mul, hS, one_mul, add_comm]
  have hQS : Q * S = -Q := by
    rw [hQ, smul_mul_assoc, sub_mul, hS, one_mul, ← smul_neg, neg_sub]
  have hpow : ∀ n : ℕ, (z • S) ^ n = z ^ n • P + (-z) ^ n • Q := by
    intro n
    induction n with
    | zero =>
      simp only [pow_zero]
      rw [hP, hQ]
      module
    | succ n ih =>
      rw [pow_succ, ih, pow_succ z, pow_succ (-z)]
      simp only [add_mul, smul_mul_assoc, mul_smul_comm, hPS, hQS]
      module
  -- the exponential series splits into two scalar series
  have hs : ∀ w : ℂ, HasSum (fun n : ℕ => w ^ n / (n.factorial : ℂ)) (Complex.exp w) := by
    intro w
    rw [Complex.exp_eq_exp_ℂ]
    exact NormedSpace.expSeries_div_hasSum_exp w
  have hsum := ((hs z).smul_const P).add ((hs (-z)).smul_const Q)
  have hexp : NormedSpace.exp (z • S) = Complex.exp z • P + Complex.exp (-z) • Q := by
    rw [NormedSpace.exp_eq_tsum ℂ, ← hsum.tsum_eq]
    refine tsum_congr fun n => ?_
    rw [hpow]
    module
  have e1 : Complex.exp z = (Real.cos t : ℂ) - I * (Real.sin t : ℂ) := by
    rw [show z = (-(t : ℂ)) * I by rw [hz]; ring, Complex.exp_mul_I,
      Complex.cos_neg, Complex.sin_neg, Complex.ofReal_cos, Complex.ofReal_sin]
    ring
  have e2 : Complex.exp (-z) = (Real.cos t : ℂ) + I * (Real.sin t : ℂ) := by
    rw [show -z = (t : ℂ) * I by rw [hz]; ring, Complex.exp_mul_I,
      Complex.ofReal_cos, Complex.ofReal_sin]
    ring
  rw [hexp, e1, e2, hP, hQ]
  module

/-- The matrix of an x pulse of angle `b` followed by a z pulse of angle `a`. -/
theorem two_pulse_matrix (a b : ℝ) : pulse σz a * pulse σx b =
    !![((Real.cos (a / 2) : ℂ) - I * (Real.sin (a / 2) : ℂ)) * (Real.cos (b / 2) : ℂ),
       -I * ((Real.cos (a / 2) : ℂ) - I * (Real.sin (a / 2) : ℂ)) * (Real.sin (b / 2) : ℂ);
       -I * ((Real.cos (a / 2) : ℂ) + I * (Real.sin (a / 2) : ℂ)) * (Real.sin (b / 2) : ℂ),
       ((Real.cos (a / 2) : ℂ) + I * (Real.sin (a / 2) : ℂ)) * (Real.cos (b / 2) : ℂ)] := by
  have hz : σz * σz = 1 := by ext i j; fin_cases i <;> fin_cases j <;> simp [σz]
  have hx : σx * σx = 1 := by ext i j; fin_cases i <;> fin_cases j <;> simp [σx]
  rw [pulse_eq σz hz, pulse_eq σx hx]
  generalize Real.cos (a / 2) = c
  generalize Real.sin (a / 2) = s
  generalize Real.cos (b / 2) = C
  generalize Real.sin (b / 2) = S
  ext i j
  fin_cases i <;> fin_cases j <;>
    simp [σz, σx, Matrix.mul_apply, Fin.sum_univ_two] <;> ring

/-- The transfer written in the matrix entries of the propagator. -/
theorem transfer_entries (U : M₂) :
    transfer U = U 0 1 * conj (U 0 0) + U 0 0 * conj (U 0 1)
      - (U 1 1 * conj (U 1 0) + U 1 0 * conj (U 1 1)) := by
  -- expand the products before inserting the Pauli matrices
  simp only [transfer, Matrix.trace_fin_two, Matrix.mul_apply, Fin.sum_univ_two,
    Matrix.conjTranspose_apply]
  simp [σz, σx]
  ring

/-- An x pulse followed by a z pulse has zero transfer. -/
theorem transfer_two_pulse (a b : ℝ) : transfer (pulse σz a * pulse σx b) = 0 := by
  rw [transfer_entries, two_pulse_matrix]
  generalize Real.cos (a / 2) = c
  generalize Real.sin (a / 2) = s
  generalize Real.cos (b / 2) = C
  generalize Real.sin (b / 2) = S
  simp [-mul_eq_zero]
  ring

/-- Two real numbers with squares summing to one are the cosine and sine of an angle. -/
theorem exists_angle (u v : ℝ) (h : u ^ 2 + v ^ 2 = 1) :
    ∃ φ : ℝ, Real.cos φ = u ∧ Real.sin φ = v := by
  have hn : ‖(⟨u, v⟩ : ℂ)‖ = 1 := by
    have h2 : ‖(⟨u, v⟩ : ℂ)‖ ^ 2 = 1 := by
      rw [Complex.sq_norm, Complex.normSq_mk]
      linarith
    nlinarith [norm_nonneg (⟨u, v⟩ : ℂ)]
  have h0 : (⟨u, v⟩ : ℂ) ≠ 0 := by
    intro h0
    rw [h0, norm_zero] at hn
    exact zero_ne_one hn
  exact ⟨Complex.arg ⟨u, v⟩, by rw [Complex.cos_arg h0, hn, div_one],
    by rw [Complex.sin_arg, hn, div_one]⟩

/-- A normalized pair of complex amplitudes `p₁ + i p₂` and `x + i y` with
`p₁ x + p₂ y = 0` is parametrized by two angles. -/
theorem exists_pulse_angles (p₁ p₂ x y : ℝ) (h : p₁ * x + p₂ * y = 0)
    (hn : p₁ ^ 2 + p₂ ^ 2 + x ^ 2 + y ^ 2 = 1) :
    ∃ φ β : ℝ, p₁ = Real.cos φ * Real.cos β ∧ p₂ = Real.sin φ * Real.cos β ∧
      x = Real.sin φ * Real.sin β ∧ y = -(Real.cos φ * Real.sin β) := by
  -- first the common phase φ
  obtain ⟨φ, r, h1, h2, h3⟩ : ∃ φ r : ℝ, p₁ = Real.cos φ * r ∧ p₂ = Real.sin φ * r ∧
      x * Real.cos φ + y * Real.sin φ = 0 := by
    by_cases hp : p₁ ^ 2 + p₂ ^ 2 = 0
    · have hp1 : p₁ = 0 := by nlinarith [sq_nonneg p₁, sq_nonneg p₂]
      have hp2 : p₂ = 0 := by nlinarith [sq_nonneg p₁, sq_nonneg p₂]
      obtain ⟨φ, hc, hs⟩ := exists_angle (-y) x (by nlinarith)
      exact ⟨φ, 0, by simp [hp1], by simp [hp2], by rw [hc, hs]; ring⟩
    · have hpos : 0 < p₁ ^ 2 + p₂ ^ 2 := lt_of_le_of_ne (by positivity) (Ne.symm hp)
      obtain ⟨r, hr, hr2⟩ : ∃ r : ℝ, 0 < r ∧ r ^ 2 = p₁ ^ 2 + p₂ ^ 2 :=
        ⟨Real.sqrt (p₁ ^ 2 + p₂ ^ 2), Real.sqrt_pos.mpr hpos, Real.sq_sqrt hpos.le⟩
      have hr0 : r ≠ 0 := hr.ne'
      obtain ⟨φ, hc, hs⟩ := exists_angle (p₁ / r) (p₂ / r) (by
        rw [div_pow, div_pow, ← add_div, ← hr2, div_self (pow_ne_zero 2 hr0)])
      refine ⟨φ, r, by rw [hc, div_mul_cancel₀ _ hr0], by rw [hs, div_mul_cancel₀ _ hr0], ?_⟩
      rw [hc, hs, show x * (p₁ / r) + y * (p₂ / r) = (p₁ * x + p₂ * y) / r by ring, h, zero_div]
  -- then the flip angle β
  have hcs := Real.sin_sq_add_cos_sq φ
  obtain ⟨β, hc, hs⟩ := exists_angle r (x * Real.sin φ - y * Real.cos φ) (by
    rw [h1, h2] at hn
    linear_combination hn + (x ^ 2 + y ^ 2 - r ^ 2) * hcs
      - (x * Real.cos φ + y * Real.sin φ) * h3)
  refine ⟨φ, β, by rw [hc]; exact h1, by rw [hc]; exact h2, ?_, ?_⟩ <;> rw [hs]
  · linear_combination Real.cos φ * h3 - x * hcs
  · linear_combination Real.sin φ * h3 - y * hcs

/-- A unitary propagator of determinant 1 is an x pulse followed by a z pulse
if and only if `tr(σz U σx U*) = 0`. -/
theorem isTwoPulse_iff (U : M₂) (hU : U ∈ unitaryGroup (Fin 2) ℂ) (hdet : U.det = 1) :
    IsTwoPulse U ↔ transfer U = 0 := by
  constructor
  · rintro ⟨a, b, rfl⟩
    exact transfer_two_pulse a b
  · intro h
    -- unitarity and determinant 1 fix the second row by the first
    have hadj : star U = adjugate U := by
      calc star U = (adjugate U * U) * star U := by rw [adjugate_mul, hdet, one_smul, one_mul]
        _ = adjugate U := by rw [mul_assoc, mem_unitaryGroup_iff.mp hU, mul_one]
    rw [adjugate_fin_two] at hadj
    have h11 : U 1 1 = conj (U 0 0) := by
      simpa [Matrix.star_apply] using (congrFun (congrFun hadj 0) 0).symm
    have h10 : U 1 0 = -conj (U 0 1) := by
      have h' : conj (U 0 1) = -U 1 0 := by
        simpa [Matrix.star_apply] using congrFun (congrFun hadj 1) 0
      rw [h', neg_neg]
    rw [transfer_entries, h11, h10] at h
    rw [det_fin_two, h11, h10] at hdet
    have hre := congrArg Complex.re h
    have hno := congrArg Complex.re hdet
    simp at hre hno
    obtain ⟨φ, β, h1, h2, h3, h4⟩ := exists_pulse_angles (U 0 0).re (U 0 0).im
      (U 0 1).re (U 0 1).im (by linarith) (by linarith)
    refine ⟨-2 * φ, 2 * β, ?_⟩
    rw [two_pulse_matrix, show -2 * φ / 2 = -φ by ring, show 2 * β / 2 = β by ring,
      Real.cos_neg, Real.sin_neg]
    generalize Real.cos φ = c at h1 h2 h3 h4 ⊢
    generalize Real.sin φ = s at h1 h2 h3 h4 ⊢
    generalize Real.cos β = C at h1 h2 h3 h4 ⊢
    generalize Real.sin β = S at h1 h2 h3 h4 ⊢
    ext i j
    fin_cases i <;> fin_cases j <;> apply Complex.ext <;> simp [h11, h10, h1, h2, h3, h4]

/-- A pulse of angle `θ` about y has transfer `-2 sin θ`. -/
theorem transfer_y_pulse (θ : ℝ) : transfer (pulse σy θ) = ((-2 * Real.sin θ : ℝ) : ℂ) := by
  have hy : σy * σy = 1 := by ext i j; fin_cases i <;> fin_cases j <;> simp [σy]
  have hm : pulse σy θ = !![(Real.cos (θ / 2) : ℂ), -(Real.sin (θ / 2) : ℂ);
      (Real.sin (θ / 2) : ℂ), (Real.cos (θ / 2) : ℂ)] := by
    rw [pulse_eq σy hy]
    generalize Real.cos (θ / 2) = c
    generalize Real.sin (θ / 2) = s
    ext i j
    fin_cases i <;> fin_cases j <;> apply Complex.ext <;> simp [σy]
  have hsin : Real.sin θ = 2 * Real.sin (θ / 2) * Real.cos (θ / 2) := by
    rw [← Real.sin_two_mul, mul_div_cancel₀ θ two_ne_zero]
  rw [hm, hsin, transfer_entries]
  generalize Real.cos (θ / 2) = c
  generalize Real.sin (θ / 2) = s
  simp
  ring

/-- A pulse about y whose angle has nonzero sine is not an x pulse followed by a z pulse. -/
theorem y_pulse_unreachable (θ : ℝ) (h : Real.sin θ ≠ 0) : ¬ IsTwoPulse (pulse σy θ) := by
  rintro ⟨a, b, hab⟩
  have ht := transfer_y_pulse θ
  rw [hab, transfer_two_pulse] at ht
  have h0 := Complex.ofReal_eq_zero.mp ht.symm
  exact h (by linarith)

/-- A quarter turn about y is not an x pulse followed by a z pulse. -/
theorem quarter_turn_unreachable : ¬ IsTwoPulse (pulse σy (Real.pi / 2)) :=
  y_pulse_unreachable _ (by rw [Real.sin_pi_div_two]; exact one_ne_zero)

end

end TwoPulseReach
```

```lean
#print axioms TwoPulseReach.isTwoPulse_iff
#print axioms TwoPulseReach.quarter_turn_unreachable
```

```
'TwoPulseReach.isTwoPulse_iff' depends on axioms: [propext, Classical.choice, Quot.sound]
'TwoPulseReach.quarter_turn_unreachable' depends on axioms: [propext, Classical.choice, Quot.sound]
```

## Reading `isTwoPulse_iff` as a statement about a spin

`M₂` is the type of complex $2\times2$ matrices, with indices 0 and 1. `pulse S θ` is the matrix exponential of $-i(\theta/2)S$, with the half-angle convention for spin-1/2; the cosine–sine form is a theorem about it. `IsTwoPulse U` says that real angles `a` and `b` exist with `U = pulse σz a * pulse σx b`. They may be negative, and their size is not restricted. `transfer U` is $T(U)$, with `ᴴ` for the adjoint; the name is a label for this trace, which is unnormalised, so the z component itself is half of it.

The theorem `isTwoPulse_iff` takes a matrix in `unitaryGroup (Fin 2) ℂ` with `U.det = 1` and states the equivalence. `y_pulse_unreachable` excludes every y pulse with $\sin\theta\neq0$, and `quarter_turn_unreachable` is the case $\theta=\pi/2$. All of these concern the order x first, then z.

The step to an instrument is the assumption that each pulse acts as the exponential of a single Pauli matrix. Resonance offset during the x pulse, a drift of that pulse's phase, relaxation and coupling to other spins can all break it. An amplitude error at constant phase on resonance only changes the angle. The equivalence also concerns a trace that is exactly zero: a program compares with a tolerance, and the theorems give no bound on how far a propagator with small $T$ lies from the nearest two-pulse one.

## How the lemmas produce the angles

`pulse_eq` is the projector argument. `hPS` and `hQS` are the relations $PS=P$ and $QS=-Q$, `hpow` is the induction on powers, and `hsum` adds the two scalar exponential series. `two_pulse_matrix` applies it to both pulses and multiplies out.

`transfer_entries` expands the trace, and `transfer_two_pulse` inserts the two-pulse matrix. There the `generalize` lines replace the sines and cosines by arbitrary real numbers, and `ring` still closes the goal: the cancellation needs no trigonometric identity.

`exists_angle` turns two real numbers whose squares sum to one into a cosine and a sine, using the argument of a complex number of norm 1. `exists_pulse_angles` is the real core of the converse. Its `by_cases` separates $p=0$ from $p\neq0$ while finding $\varphi$ and $r$; `exists_angle` then supplies $\beta$, and the `linear_combination` steps check the identities for $r^2+t^2$, $x$ and $y$.

In `isTwoPulse_iff`, the forward direction is `transfer_two_pulse`. For the converse, `hadj` equates adjoint and adjugate, and `h11` and `h10` read off the second row. The real parts of the trace and determinant equations become the hypotheses of `exists_pulse_angles`, whose output gives the angles `-2 * φ` and `2 * β`. The final step compares real and imaginary parts entry by entry.

`transfer_y_pulse` computes $-2\sin\theta$ with the double-angle formula. `y_pulse_unreachable` sets this against the zero transfer of a two-pulse propagator, so it uses only the forward direction.
